# The orthogonal symmetries of the hypercubic lattice are the signed permutations

Suppose a Brillouin-zone sum for a simple cubic crystal is to be reduced by symmetry, and the list of point operations has been put together by inspection. If operations are missing, equivalent wave vectors may be computed separately. If a matrix is on the list that is not a symmetry, inequivalent wave vectors may be merged, and the sum is then in general wrong. Inspection alone does not say when the list is complete.

For the lattice $\mathbb Z^d$ the complete list can be written down. An orthogonal matrix that maps the lattice into itself permutes the coordinate axes and reverses some of them, and every such operation occurs. There are $2^d\,d!$ of them: 8 for the square lattice and 48 for the simple cubic one. For an ideal simple cubic crystal with one spherically symmetric atom per cell, two wave vectors are equivalent by symmetry in a band-structure calculation if one of these 48 matrices takes the first to the second, up to a reciprocal lattice vector.

## Axes, permutations and signs

Take the lattice constant as the unit of length and the primitive lattice vectors along the Cartesian axes. A lattice vector is then a list of integers, one for each axis. In the code `n` is the set of axes, not their number; it is any finite set, and the dimension is $d$ = `Fintype.card n`.

```lean
import Mathlib

open Matrix

namespace HypercubicPointGroup

variable {n : Type*} [Fintype n] [DecidableEq n]
```

Let $e_j$ be the unit vector along axis $j$, and let $\sigma$ be a permutation of the axes. (In point-group notation $\sigma$ often stands for a mirror plane; here it does not.) The permutation matrix $P_\sigma$ is defined by $P_\sigma e_j = e_{\sigma(j)}$, so its entries are

$$(P_\sigma)_{ij} = \begin{cases} 1 & i=\sigma(j),\\ 0 & \text{otherwise.}\end{cases}$$

This fixes the active convention: column $j$ is the image of $e_j$. Some texts call the transposed matrix the permutation matrix of $\sigma$.

```lean
/-- The permutation matrix that sends the unit vector along axis `j` to the one along
axis `σ j`. -/
def permMat (σ : Equiv.Perm n) : Matrix n n ℤ :=
  Matrix.of fun i j => if i = σ j then 1 else 0
```

Now choose a sign $s_j=\pm1$ for each axis and let $D_s$ be the diagonal matrix with these entries. A signed permutation is the product $P_\sigma D_s$, which first reverses the axes with $s_j=-1$ and then permutes. The signs have the type `ℤˣ`, the invertible integers, and these are exactly $1$ and $-1$.

```lean
/-- A signed permutation: a permutation matrix times a diagonal matrix of signs. -/
def signedPerm (σ : Equiv.Perm n) (s : n → ℤˣ) : Matrix n n ℤ :=
  permMat σ * Matrix.diagonal fun j => (s j : ℤ)
```

Multiplication by a diagonal matrix from the right scales the columns, so

$$(P_\sigma D_s)_{ij} = \sum_k (P_\sigma)_{ik}\, s_k\,\delta_{kj} = (P_\sigma)_{ij}\,s_j .$$

Column $j$ therefore has the entry $s_j$ in row $\sigma(j)$ and zeros elsewhere. All later arguments use the matrix in this form.

```lean
/-- Column `j` of a signed permutation has the sign `s j` in row `σ j` and zeros elsewhere. -/
theorem signedPerm_apply (σ : Equiv.Perm n) (s : n → ℤˣ) (i j : n) :
    signedPerm σ s i j = if i = σ j then (s j : ℤ) else 0 := by
  simp [signedPerm, permMat, Matrix.mul_diagonal]
```

## Lattice vectors of length one

Let $v$ be a lattice vector with $\sum_i v_i^2=1$. Not all components vanish, since otherwise the sum would be zero, so some $v_i\neq0$. Because $v_i$ is an integer, $v_i^2\ge1$. Write

$$v_i^2+\sum_{k\ne i}v_k^2=1 .$$

The second term is not negative, so $v_i^2\le 1$. Hence $v_i^2=1$ and the remaining sum is zero. A sum of non-negative terms vanishes only if each term does, so $v_k=0$ for all $k\neq i$, and $v=\pm e_i$.

Rational components would not be enough for this: $(3/5,\,4/5)$ also has length one and lies along no axis.

The Lean statement says that there are an axis `i` and a sign `e` such that `v k` equals `e` for `k = i` and zero otherwise. In the proof `hsplit` is the displayed equation, `hpos` and `hnn` are the two bounds, and `linarith` draws the conclusions `hone` and `hrest`. It can do so because a strict inequality $0<m$ between integers means $1\le m$. The sign is built from $v_i$ itself, which is its own inverse by $v_i^2=1$.

```lean
/-- A vector of the hypercubic lattice with squared length one points along a coordinate
axis, in the positive or negative direction. -/
theorem axis_of_unit_length (v : n → ℤ) (h : ∑ i, v i * v i = 1) :
    ∃ (i : n) (e : ℤˣ), ∀ k, v k = if k = i then (e : ℤ) else 0 := by
  obtain ⟨i, hi⟩ : ∃ i, v i ≠ 0 := by
    by_contra hc
    have hc' : ∀ i, v i = 0 := fun i => by
      by_contra hi
      exact hc ⟨i, hi⟩
    simp [hc'] at h
  -- a nonzero integer entry already uses up the whole length
  have hsplit : v i * v i + ∑ k ∈ Finset.univ.erase i, v k * v k = 1 :=
    (Finset.add_sum_erase Finset.univ (fun k => v k * v k) (Finset.mem_univ i)).trans h
  have hpos : 0 < v i * v i := mul_self_pos.mpr hi
  have hnn : 0 ≤ ∑ k ∈ Finset.univ.erase i, v k * v k :=
    Finset.sum_nonneg fun k _ => mul_self_nonneg (v k)
  have hone : v i * v i = 1 := by linarith
  have hrest : ∑ k ∈ Finset.univ.erase i, v k * v k = 0 := by linarith
  have hz := (Finset.sum_eq_zero_iff_of_nonneg
    (fun k _ => mul_self_nonneg (v k))).mp hrest
  refine ⟨i, ⟨v i, v i, hone, hone⟩, fun k => ?_⟩
  by_cases hk : k = i
  · subst hk
    simp
  · rw [if_neg hk]
    exact mul_self_eq_zero.mp (hz k (Finset.mem_erase.mpr ⟨hk, Finset.mem_univ k⟩))
```

## Integer orthogonal matrices

Let $U$ be an integer matrix with $U^{\mathsf T}U=1$. The diagonal elements of this equation say that each column has length one:

$$\sum_i U_{ij}^2=1 .$$

By the previous result, column $j$ is $s_j\,e_{f(j)}$ for some axis $f(j)$ and some sign $s_j$. It remains to show that $f$ is a permutation. If two different columns $a\neq b$ had $f(a)=f(b)$, then

$$(U^{\mathsf T}U)_{ab}=\sum_i U_{ia}U_{ib}=s_as_b=\pm1,$$

whereas the off-diagonal elements of the unit matrix are zero. So $f$ is injective, and an injective map of a finite set into itself is a permutation. With $\sigma=f$ we have $U=P_\sigma D_s$.

Conversely, for $U=P_\sigma D_s$,

$$(U^{\mathsf T}U)_{ab}=\sum_i \delta_{i,\sigma(a)}\,s_a\,\delta_{i,\sigma(b)}\,s_b=s_as_b\,\delta_{\sigma(a),\sigma(b)}=\delta_{ab},$$

since $\sigma(a)=\sigma(b)$ only for $a=b$, and $s_a^2=1$.

The theorem states this equivalence for every integer matrix `U`. Nothing is assumed about the determinant, so reflections and the inversion are included along with the rotations. In the proof `hcol` holds the diagonal elements, and `choose` collects the axis and the sign of each column into the functions `f` and `s`. The off-diagonal elements give `hinj`, and `Equiv.ofBijective` turns `f` into a permutation. The converse is split into the cases $a=b$ and $a\neq b$, each settled by inserting the entries.

```lean
/-- An integer matrix `U` satisfies `Uᵀ U = 1` if and only if it is a permutation matrix
times a diagonal matrix of signs. -/
theorem orthogonal_iff_signedPerm (U : Matrix n n ℤ) :
    Uᵀ * U = 1 ↔ ∃ (σ : Equiv.Perm n) (s : n → ℤˣ), U = signedPerm σ s := by
  constructor
  · intro h
    -- every column is a lattice vector of unit length
    have hcol : ∀ j, ∑ i, U i j * U i j = 1 := fun j => by
      have := congrFun (congrFun h j) j
      simpa [Matrix.mul_apply] using this
    choose f s hf using fun j => axis_of_unit_length (fun i => U i j) (hcol j)
    have hf' : ∀ j k, U k j = if k = f j then (s j : ℤ) else 0 := hf
    -- orthogonal columns lie along different axes
    have hinj : Function.Injective f := by
      intro a b hab
      by_contra hne
      have := congrFun (congrFun h a) b
      rw [Matrix.mul_apply, Matrix.one_apply_ne hne] at this
      simp [hf', hab] at this
    have hb : Function.Bijective f := Finite.injective_iff_bijective.mp hinj
    refine ⟨Equiv.ofBijective f hb, s, ?_⟩
    ext k j
    exact (hf' j k).trans (signedPerm_apply (Equiv.ofBijective f hb) s k j).symm
  · rintro ⟨σ, s, rfl⟩
    ext a b
    rcases eq_or_ne a b with rfl | hab
    · simp [Matrix.mul_apply, signedPerm_apply, Int.units_coe_mul_self]
    · simp [Matrix.mul_apply, signedPerm_apply, hab, hab.symm]
```

## Composition of two operations

Apply first $P_\tau D_t$ and then $P_\sigma D_s$ to a unit vector:

$$P_\sigma D_s\,P_\tau D_t\,e_j = t_j\,P_\sigma D_s\,e_{\tau(j)} = s_{\tau(j)}\,t_j\;e_{\sigma(\tau(j))} .$$

The product is again a signed permutation. Its permutation is $\sigma\tau$, with $\tau$ acting first, and its sign on axis $j$ is $s_{\tau(j)}t_j$. The sign $s$ is taken at $\tau(j)$ and not at $j$, because the second operation meets the axis after it has been moved.

In Lean the same computation is done on the entries. The sum over the intermediate axis $k$ in the matrix product has a single non-zero candidate, $k=\tau(j)$, and `Finset.sum_eq_single` reduces it to that term.

```lean
/-- Two signed permutations compose to a signed permutation: the permutations multiply, and
each axis collects the signs it meets on its way. -/
theorem signedPerm_mul (σ τ : Equiv.Perm n) (s t : n → ℤˣ) :
    signedPerm σ s * signedPerm τ t = signedPerm (σ * τ) fun j => s (τ j) * t j := by
  ext i j
  rw [Matrix.mul_apply, Finset.sum_eq_single (τ j)]
  · by_cases h : i = σ (τ j) <;> simp [signedPerm_apply, h]
  · intro k _ hk
    simp [signedPerm_apply, hk]
  · simp
```

## Counting the operations

To count the matrices we need to know that different pairs $(\sigma,s)$ give different matrices. Suppose $P_\sigma D_s=P_\tau D_t$ and compare the entries in row $\sigma(j)$ and column $j$. On the left stands $s_j\neq0$. On the right the entry is zero unless $\sigma(j)=\tau(j)$. So $\sigma(j)=\tau(j)$ for every $j$, and then the same entries give $s_j=t_j$.

The proof follows this order: `key` establishes that the permutations agree, and the last two lines read off the signs.

```lean
/-- The permutation and the signs are determined by the matrix. -/
theorem signedPerm_unique {σ τ : Equiv.Perm n} {s t : n → ℤˣ}
    (h : signedPerm σ s = signedPerm τ t) : σ = τ ∧ s = t := by
  have key : ∀ j, σ j = τ j := fun j => by
    by_contra hne
    have := congrFun (congrFun h (σ j)) j
    simp [signedPerm_apply, hne] at this
  obtain rfl : σ = τ := Equiv.ext key
  refine ⟨rfl, funext fun j => Units.ext ?_⟩
  have := congrFun (congrFun h (σ j)) j
  simpa [signedPerm_apply] using this
```

Each integer matrix with $U^{\mathsf T}U=1$ thus corresponds to exactly one pair $(\sigma,s)$. There are $d!$ permutations of the axes and $2^d$ choices of signs, hence

$$\#\{U : U^{\mathsf T}U=1\}=2^d\,d!\,.$$

The formula holds from $d=0$ on, where the empty matrix is the only one. For $d=1$ it gives the identity and the inversion.

In the statement the set of these matrices appears as the type `{U : Matrix n n ℤ // Uᵀ * U = 1}`, and `Nat.card` is its number of elements. The proof constructs the one-to-one correspondence `e`. It is injective by the uniqueness just shown and surjective by the theorem on integer orthogonal matrices. The rest multiplies the two counts.

```lean
/-- In dimension `d` there are exactly `2 ^ d * d!` integer matrices with `Uᵀ U = 1`. -/
theorem card_pointGroup :
    Nat.card {U : Matrix n n ℤ // Uᵀ * U = 1} =
      2 ^ Fintype.card n * (Fintype.card n).factorial := by
  -- permutations and sign choices label the elements without repetition
  let e : (Equiv.Perm n × (n → ℤˣ)) ≃ {U : Matrix n n ℤ // Uᵀ * U = 1} :=
    Equiv.ofBijective
      (fun p => ⟨signedPerm p.1 p.2, (orthogonal_iff_signedPerm _).mpr ⟨p.1, p.2, rfl⟩⟩)
      ⟨fun p q hpq => by
        have h := signedPerm_unique (congrArg Subtype.val hpq)
        exact Prod.ext h.1 h.2,
      fun U => by
        obtain ⟨σ, s, h⟩ := (orthogonal_iff_signedPerm U.1).mp U.2
        exact ⟨(σ, s), Subtype.ext h.symm⟩⟩
  rw [← Nat.card_congr e, Nat.card_prod, Nat.card_eq_fintype_card,
    Nat.card_eq_fintype_card, Fintype.card_perm, Fintype.card_fun,
    Fintype.card_units_int, mul_comm]
```

## From integer matrices to symmetries of the lattice

A point operation of a lattice is, in the first place, a real orthogonal matrix $R$: it preserves lengths and angles, and it takes lattice vectors to lattice vectors. That its entries are integers has to be derived.

Each $e_j$ is itself a lattice vector, so $Re_j$ is one too. But $Re_j$ is column $j$ of $R$, so all entries $R_{ij}$ are integers. The equation $R^{\mathsf T}R=1$ is then an equation between integer matrices, and $R$ is a signed permutation by what was shown above.

Conversely, a signed permutation is orthogonal, and an integer matrix applied to an integer vector gives an integer vector.

In the Lean statement the left side of the equivalence joins the two physical conditions. The first is `Rᵀ * R = 1`. The second says that for every integer vector `v` there is an integer vector `w` with $Rv=w$, where both are read as real vectors. The right side says that `R` is a signed permutation with its integer entries read as real numbers, which is the purpose of `.map`. The matrices counted before are therefore, in this reading, the full set of orthogonal symmetries of the lattice.

The second condition asks only that $R$ maps the lattice into itself. That the image is then the whole lattice takes one more remark: $R^{-1}=R^{\mathsf T}$ also has integer entries, so every lattice vector $w$ is the image of the lattice vector $R^{\mathsf T}w$.

In the proof the hypothesis `hL` is applied to `Pi.single j 1`, which is $e_j$, and yields the integer column `c j`. The matrix with these columns satisfies the integer equation `hU`. The tactic `exact_mod_cast` carries the orthogonality relation from the real numbers to the integers here, and back again in the converse. There the image of `v` is given explicitly as `signedPerm σ s *ᵥ v`.

```lean
/-- A real matrix is orthogonal and maps every vector of the hypercubic lattice to a lattice
vector if and only if it is a signed permutation. -/
theorem lattice_symmetry_iff_signedPerm (R : Matrix n n ℝ) :
    (Rᵀ * R = 1 ∧ ∀ v : n → ℤ, ∃ w : n → ℤ,
      R *ᵥ (fun i => (v i : ℝ)) = fun i => (w i : ℝ)) ↔
    ∃ (σ : Equiv.Perm n) (s : n → ℤˣ),
      R = (signedPerm σ s).map (fun z : ℤ => (z : ℝ)) := by
  constructor
  · rintro ⟨hO, hL⟩
    -- the images of the basis vectors are the columns, so the entries are integers
    have hcol : ∀ j, ∃ w : n → ℤ, ∀ i, R i j = (w i : ℝ) := fun j => by
      obtain ⟨w, hw⟩ := hL (Pi.single j 1)
      refine ⟨w, fun i => ?_⟩
      have := congrFun hw i
      simpa [Matrix.mulVec, dotProduct, Pi.single_apply] using this
    choose c hc using hcol
    have hU : (Matrix.of fun i j => c j i)ᵀ * (Matrix.of fun i j => c j i) = 1 := by
      ext a b
      have := congrFun (congrFun hO a) b
      rw [Matrix.mul_apply] at this ⊢
      simp only [Matrix.transpose_apply, Matrix.of_apply, hc, Matrix.one_apply] at this ⊢
      exact_mod_cast this
    obtain ⟨σ, s, h⟩ := (orthogonal_iff_signedPerm _).mp hU
    refine ⟨σ, s, ?_⟩
    rw [← h]
    ext i j
    exact hc j i
  · rintro ⟨σ, s, rfl⟩
    constructor
    · have h := (orthogonal_iff_signedPerm (signedPerm σ s)).mpr ⟨σ, s, rfl⟩
      ext a b
      have := congrFun (congrFun h a) b
      rw [Matrix.mul_apply] at this ⊢
      simp only [Matrix.transpose_apply, Matrix.map_apply, Matrix.one_apply] at this ⊢
      exact_mod_cast this
    · intro v
      refine ⟨signedPerm σ s *ᵥ v, ?_⟩
      ext i
      simp [Matrix.mulVec, dotProduct]

end HypercubicPointGroup
```

The theorem concerns the bare lattice and operations that fix the origin. The step to a real crystal is the assumption that the contents of the unit cell have the full symmetry of the lattice. If the cell holds several atoms, some of the signed permutations may fail to be symmetries of the crystal, and others may be so only in combination with a fractional translation. The list then supplies the candidates for the rotational parts, and each has to be checked against the atomic positions.

```lean
#print axioms HypercubicPointGroup.signedPerm_mul
-- 'HypercubicPointGroup.signedPerm_mul' depends on axioms: [propext, Classical.choice, Quot.sound]
#print axioms HypercubicPointGroup.card_pointGroup
-- 'HypercubicPointGroup.card_pointGroup' depends on axioms: [propext, Classical.choice, Quot.sound]
#print axioms HypercubicPointGroup.lattice_symmetry_iff_signedPerm
-- 'HypercubicPointGroup.lattice_symmetry_iff_signedPerm' depends on axioms: [propext, Classical.choice, Quot.sound]
```
